# The sum of M Cooper pair operators is not a boson operator, and the (M+1)-th power of its adjoint vanishes

If Cooper pairs are treated as bosons, the boson commutation relation alone does not stop a calculation from putting more than 2M fermions into M pairs of modes, which Pauli exclusion forbids. The Lean 4 file below derives the algebra of the summed pair operator from the canonical anticommutation relations (CAR) and shows that, in a nontrivial complex algebra, its commutator with its adjoint is never a nonzero number.

```lean
import Mathlib

namespace CooperPairs

section Algebra

variable {A : Type*} [Ring A] [Algebra ℂ A]

/-- In a complex algebra a positive integer factor can be cancelled. -/
theorem nsmul_cancel (n : ℕ) (x : A) (h : (n + 1) • x = 0) : x = 0 := by
  have h0 : ((n + 1 : ℕ) : ℂ) ≠ 0 := Nat.cast_ne_zero.mpr (Nat.succ_ne_zero n)
  have h1 : ((n + 1 : ℕ) : ℂ) • x = 0 := by rw [Nat.cast_smul_eq_nsmul]; exact h
  calc x = ((n + 1 : ℕ) : ℂ)⁻¹ • (((n + 1 : ℕ) : ℂ) • x) := (inv_smul_smul₀ h0 x).symm
    _ = 0 := by rw [h1, smul_zero]

/-- In a nontrivial complex algebra, if the commutator of `a` and `d` is a nonzero
number `z`, as for a boson with creation operator `d`, then no power of `d` vanishes. -/
theorem boson_pow_ne_zero [Nontrivial A] {a d : A} {z : ℂ} (hz : z ≠ 0)
    (h : a * d - d * a = z • (1 : A)) (n : ℕ) : d ^ n ≠ 0 := by
  -- the ladder relation [a, d^(n+1)] = (n+1) z d^n
  have ladder : ∀ n : ℕ, a * d ^ (n + 1) - d ^ (n + 1) * a = (n + 1) • (z • d ^ n) := by
    intro n
    induction n with
    | zero => simpa using h
    | succ n ih =>
      calc a * d ^ (n + 1 + 1) - d ^ (n + 1 + 1) * a
          = (a * d ^ (n + 1) - d ^ (n + 1) * a) * d + d ^ (n + 1) * (a * d - d * a) := by
            rw [pow_succ d (n + 1), mul_sub, sub_mul]
            simp only [mul_assoc]
            abel
        _ = (n + 1 + 1) • (z • d ^ (n + 1)) := by
            rw [ih, h, smul_mul_assoc, smul_mul_assoc, ← pow_succ, mul_smul_comm, mul_one,
              succ_nsmul (z • d ^ (n + 1)) (n + 1)]
  -- a vanishing power would descend to 1 = 0
  induction n with
  | zero => simp
  | succ n ih =>
    intro h0
    have e := ladder n
    rw [h0, mul_zero, zero_mul, sub_zero] at e
    have e' := nsmul_cancel n _ e.symm
    exact ih (by rw [← inv_smul_smul₀ hz (d ^ n), e', smul_zero])

end Algebra

variable {A : Type*} [Ring A] [StarRing A] {m ι : Type*}

/-- The canonical anticommutation relations for annihilation operators `c i`. -/
structure CAR (c : m → A) : Prop where
  anti : ∀ i j, c i * c j + c j * c i = 0
  same : ∀ i, c i * star (c i) + star (c i) * c i = 1
  diff : ∀ i j, i ≠ j → c i * star (c j) + star (c j) * c i = 0

/-- The occupation operator `n_i = c_i* c_i`. -/
def occ (c : m → A) (i : m) : A := star (c i) * c i

/-- The pair operator `b_k = c_(-k) c_k`; the mode `-k` is `(k, false)` and `k` is
`(k, true)`. -/
def pair (c : ι × Bool → A) (k : ι) : A := c (k, false) * c (k, true)

/-- The collective pair operator `B`, the sum of `b_k` over a finite set of labels. -/
def collective (c : ι × Bool → A) (s : Finset ι) : A := ∑ k ∈ s, pair c k

/-- Under the CAR, pair operators with distinct labels commute, and each commutes with the adjoint
of the other. -/
theorem pair_commute {c : ι × Bool → A} (h : CAR c) {k l : ι} (hkl : k ≠ l) :
    Commute (pair c k) (pair c l) ∧ Commute (pair c k) (star (pair c l)) := by
  -- moving one fermion operator past two others gives two signs, which cancel
  have key : ∀ x y z : A, x * y + y * x = 0 → x * z + z * x = 0 → Commute x (y * z) := by
    intro x y z h1 h2
    show x * (y * z) = y * z * x
    linear_combination (norm := noncomm_ring) h1 * z - y * h2
  have hne : ∀ σ τ : Bool, (k, σ) ≠ (l, τ) := fun _ _ e => hkl (congrArg Prod.fst e)
  have h1 : ∀ σ, Commute (c (k, σ)) (pair c l) :=
    fun σ => key _ _ _ (h.anti _ _) (h.anti _ _)
  have h2 : ∀ σ, Commute (c (k, σ)) (star (pair c l)) := by
    intro σ
    rw [pair, star_mul]
    exact key _ _ _ (h.diff _ _ (hne _ _)) (h.diff _ _ (hne _ _))
  exact ⟨(h1 false).mul_left (h1 true), (h2 false).mul_left (h2 true)⟩

/-- Pauli exclusion for pairs: in a complex algebra the CAR give `b_k^2 = 0`. -/
theorem pair_sq [Algebra ℂ A] {c : ι × Bool → A} (h : CAR c) (k : ι) : pair c k ^ 2 = 0 := by
  have hc : c (k, false) * c (k, false) = 0 :=
    nsmul_cancel 1 _ (by rw [succ_nsmul, one_nsmul]; exact h.anti _ _)
  have ha := h.anti (k, true) (k, false)
  rw [sq, pair]
  linear_combination (norm := noncomm_ring)
    c (k, false) * ha * c (k, true) - hc * (c (k, true) * c (k, true))

/-- Under the CAR, the commutator of one pair operator with its adjoint is `1 - n_k - n_(-k)`. -/
theorem pair_commutator {c : ι × Bool → A} (h : CAR c) (k : ι) :
    pair c k * star (pair c k) - star (pair c k) * pair c k
      = 1 - occ c (k, true) - occ c (k, false) := by
  have hx := h.same (k, false)
  have hy := h.same (k, true)
  have hxy := h.diff (k, false) (k, true) (by simp)
  have hyx := h.diff (k, true) (k, false) (by simp)
  simp only [pair, occ, star_mul]
  linear_combination (norm := noncomm_ring)
    c (k, false) * hy * star (c (k, false)) + hx - hxy * (c (k, true) * star (c (k, false)))
      + star (c (k, true)) * c (k, false) * hyx - star (c (k, true)) * hx * c (k, true)

/-- For `M` pairs of modes that obey the CAR, `[B, B*] = M - N`, where `N` counts the fermions in
these modes. -/
theorem collective_commutator {c : ι × Bool → A} (h : CAR c) (s : Finset ι) :
    collective c s * star (collective c s) - star (collective c s) * collective c s
      = (s.card : A) - ∑ k ∈ s, (occ c (k, true) + occ c (k, false)) := by
  classical
  induction s using Finset.induction_on with
  | empty => simp [collective]
  | insert a s ha ih =>
    have hB : collective c (insert a s) = pair c a + collective c s := Finset.sum_insert ha
    have hne : ∀ k ∈ s, k ≠ a := fun k hk e => ha (e ▸ hk)
    -- the cross terms vanish
    have h2 : Commute (pair c a) (star (collective c s)) := by
      rw [collective, star_sum]
      exact Commute.sum_right _ _ _ fun k hk => (pair_commute h (hne k hk).symm).2
    have h3 : Commute (collective c s) (star (pair c a)) :=
      Commute.sum_left _ _ _ fun k hk => (pair_commute h (hne k hk)).2
    have h1 := pair_commutator h a
    have e2 := h2.eq
    have e3 := h3.eq
    rw [hB, Finset.card_insert_of_notMem ha, Finset.sum_insert ha, star_add, Nat.cast_add,
      Nat.cast_one]
    linear_combination (norm := noncomm_ring) h1 + ih + e2 + e3

/-- In a complex algebra with `M` pairs of modes that obey the CAR, `(B*)^(M+1) = 0`. -/
theorem collective_pow_eq_zero [Algebra ℂ A] {c : ι × Bool → A} (h : CAR c) (s : Finset ι) :
    star (collective c s) ^ (s.card + 1) = 0 := by
  classical
  suffices hB : collective c s ^ (s.card + 1) = 0 by rw [← star_pow, hB, star_zero]
  induction s using Finset.induction_on with
  | empty => simp [collective]
  | insert a s ha ih =>
    have hB : collective c (insert a s) = pair c a + collective c s := Finset.sum_insert ha
    have hc : Commute (pair c a) (collective c s) :=
      Commute.sum_right _ _ _ fun k hk => (pair_commute h (fun e : a = k => ha (e ▸ hk))).1
    -- each new pair raises the order of nilpotency by at most one
    rw [hB, Finset.card_insert_of_notMem ha]
    exact hc.add_pow_eq_zero_of_add_le_succ_of_pow_eq_zero (pair_sq h a) ih (by omega)

/-- In a nontrivial complex algebra the CAR imply that `[B, B*]` is not a nonzero number. -/
theorem collective_not_boson [Algebra ℂ A] [Nontrivial A] {c : ι × Bool → A} (h : CAR c)
    (s : Finset ι) {z : ℂ} (hz : z ≠ 0) :
    collective c s * star (collective c s) - star (collective c s) * collective c s
      ≠ z • (1 : A) :=
  fun e => boson_pow_ne_zero hz e (s.card + 1) (collective_pow_eq_zero h s)

/-- The Jordan-Wigner step: one new mode is added by passing to 2 by 2 matrices, and the
old operators receive a sign that depends on the occupation of the new mode. -/
def addMode (c : m → A) : Option m → Matrix (Fin 2) (Fin 2) A
  | none => !![0, 1; 0, 0]
  | some i => !![c i, 0; 0, -c i]

/-- The Jordan-Wigner step preserves the canonical anticommutation relations. -/
theorem car_addMode {c : m → A} (h : CAR c) : CAR (addMode c) := by
  have hs : ∀ x y z w : A, star !![x, y; z, w] = !![star x, star z; star y, star w] := by
    intro x y z w
    ext p q
    fin_cases p <;> fin_cases q <;> simp [Matrix.star_apply]
  refine ⟨?_, ?_, ?_⟩
  · rintro (_ | i) (_ | j) <;> ext p q <;> fin_cases p <;> fin_cases q <;>
      simp [addMode, h.anti]
  · rintro (_ | i) <;> ext p q <;> fin_cases p <;> fin_cases q <;>
      simp [addMode, hs, h.same]
  · rintro (_ | i) (_ | j) hij
    · exact absurd rfl hij
    · ext p q
      fin_cases p <;> fin_cases q <;> simp [addMode, hs]
    · ext p q
      fin_cases p <;> fin_cases q <;> simp [addMode, hs]
    · have e := h.diff i j (fun e => hij (congrArg some e))
      ext p q
      fin_cases p <;> fin_cases q <;>
        simp [addMode, hs, e]

/-- Labels of the four Jordan-Wigner modes as two pairs. -/
def label : Fin 2 × Bool → Option (Option (Option (Option Empty)))
  | (0, false) => none
  | (0, true) => some none
  | (1, false) => some (some none)
  | (1, true) => some (some (some none))

/-- Four Jordan-Wigner steps starting from the complex numbers give two pairs of modes
that satisfy the canonical anticommutation relations. -/
theorem car_witness :
    CAR (fun i => addMode (addMode (addMode (addMode (fun e : Empty => (e.elim : ℂ)))))
      (label i)) := by
  have h0 : CAR (fun e : Empty => (e.elim : ℂ)) :=
    ⟨fun i => i.elim, fun i => i.elim, fun i => i.elim⟩
  have h := car_addMode (car_addMode (car_addMode (car_addMode h0)))
  have hinj : Function.Injective label := by decide
  exact ⟨fun i j => h.anti _ _, fun i => h.same _, fun i j hij => h.diff _ _ (hinj.ne hij)⟩

end CooperPairs
```

```lean
#print axioms CooperPairs.pair_commutator
#print axioms CooperPairs.collective_commutator
#print axioms CooperPairs.collective_not_boson
```

```
'CooperPairs.pair_commutator' depends on axioms: [propext]
'CooperPairs.collective_commutator' depends on axioms: [propext, Classical.choice, Quot.sound]
'CooperPairs.collective_not_boson' depends on axioms: [propext, Classical.choice, Quot.sound]
```

## Modes, pairs and the collective operator

Write [X, Y] = XY − YX, and let a star denote the adjoint. The fermion annihilation operators c_i are elements of a ring `A` with a star operation, and `CAR c` collects three relations:

c_i c_j + c_j c_i = 0 for all i, j
c_i c_i* + c_i* c_i = 1
c_i c_j* + c_j* c_i = 0 for i ≠ j

No Hilbert space is chosen. Bounded operators on a Fock space are one instance of `A`, and matrices are another.

A mode is labelled by an element of `ι × Bool`. For a label k, the mode `(k, true)` stands for k and `(k, false)` for its partner −k. In the usual spin-singlet case these are k↑ and −k↓. The type `ι` carries no momentum arithmetic: all that matters is that the two modes of a pair are different and that different labels have disjoint pairs of modes. For spinless fermions, `ι` should therefore leave out every k that is equivalent to −k, such as k = 0, and contain only one of k and −k otherwise.

The definitions `occ`, `pair` and `collective` are

n_i = c_i* c_i
b_k = c_(−k) c_k
B = Σ b_k, summed over k in a finite set s

with M = `s.card` the number of pairs. Let N be the sum of n_k + n_(−k) over s. It counts the fermions in these 2M modes and ignores any others. For a complex algebra `A` and operators that satisfy the CAR, the theorems then say:

- b_k² = 0, and [b_k, b_k*] = 1 − n_k − n_(−k).
- For l ≠ k, b_k commutes with b_l and with b_l*.
- [B, B*] = M − N, and (B*)^(M+1) = 0.
- If `A` is nontrivial, meaning 1 ≠ 0, then [B, B*] ≠ z·1 for every complex z ≠ 0.

The last statement rules out rescaling as a cure. With the usual rule (λB)* = λ̄B*, a boson operator λB would require [B, B*] = 1/|λ|², a nonzero number.

For a pairing model with finitely many levels, these identities show where a bosonic picture of the pairs fails. All pairs enter B with the same amplitude, whereas the pair operator of a BCS state generally has amplitudes that depend on k. No Hamiltonian or ground state appears, and the theorem on powers bounds the exponent from above without saying whether (B*)^M is nonzero.

## One pair of modes

Put x = c_(−k) and y = c_k, so that b_k = xy and b_k* = y*x*. The first CAR relation with i = j gives 2x² = 0, hence x² = 0. Since yx = −xy,

b_k² = x y x y = −x x y y = 0.

This is `pair_sq`. Its division by 2 is supplied by `nsmul_cancel`, which is where the complex scalars are needed.

For the commutator, use y y* = 1 − y*y in the middle of the product:

b_k b_k* = x y y* x* = x x* − x y* y x*.

In the last term, x y* = −y* x and y x* = −x* y. The two signs cancel, and x x* = 1 − x* x then gives

x y* y x* = y* x x* y = y* y − y* x* x y = n_k − b_k* b_k.

Together with x x* = 1 − n_(−k), this yields

b_k b_k* = 1 − n_(−k) − n_k + b_k* b_k,

which is the claimed commutator. In `pair_commutator`, the five terms given to `linear_combination` are these five uses of the CAR, each multiplied on the left and right by the factors that surround it. The tactic `noncomm_ring` checks that the sum matches without reordering any product.

## Different pairs commute

If x anticommutes with both y and z, moving it past their product costs two signs:

x y z = −y x z = y z x.

This is the local statement `key` in `pair_commute`. Each of the two fermion operators in b_k anticommutes with both factors of b_l and, for k ≠ l, with both factors of b_l*. Each therefore commutes with b_l and b_l*, and so does their product b_k.

In the double sum for [B, B*], all terms with k ≠ l vanish, leaving

[B, B*] = Σ (1 − n_k − n_(−k)) = M − N.

The proof of `collective_commutator` adds one label at a time. The hypotheses `h2` and `h3` say that the two kinds of cross term vanish, `h1` is the commutator of the new pair, and `ih` is the result for the old set.

## No room for pair M + 1

Expand B^(M+1) as a sum of products of M + 1 pair operators. With only M labels available, some label must occur twice in every product. The factors commute, so the repeated ones can be brought together, and b_k² = 0 removes the term. Taking the adjoint gives (B*)^(M+1) = 0.

The file reaches the same conclusion by induction. Let s contain M labels, with sum B_s, and add a new label a. Since b_a commutes with B_s and b_a² = 0,

(b_a + B_s)^(M+2) = B_s^(M+2) + (M+2) b_a B_s^(M+1) = 0,

because B_s^(M+1) = 0 by the induction hypothesis. The Mathlib lemma called at the end of `collective_pow_eq_zero` is the general form of this binomial argument. For M = 0 the sum is empty and B = 0, so [B, B*] = M − N and (B*)^(M+1) = 0 both read 0 = 0.

## Powers of a boson creation operator do not vanish

Now let a and d be any two elements of the algebra with [a, d] = z·1 and z ≠ 0. For a boson, d would be the creation operator and z = 1. The ladder relation is

[a, d^(n+1)] = (n+1) z d^n.

It holds for n = 0 by assumption, and the induction step is

[a, d^(n+2)] = [a, d^(n+1)] d + d^(n+1) [a, d] = (n+1) z d^(n+1) + z d^(n+1) = (n+2) z d^(n+1).

If d^(n+1) were zero, the left side of the ladder relation would vanish, and dividing by (n+1)z would give d^n = 0. Repeating the argument leads down to d^0 = 1 = 0, which a nontrivial algebra excludes. This is `boson_pow_ne_zero`.

The theorem `collective_not_boson` sets a = B and d = B*. If [B, B*] were a nonzero number, no power of B* could vanish, yet (B*)^(M+1) does.

## An explicit model with two pairs

The CAR are a hypothesis of the theorems above, so it matters that they have a concrete realisation. The definition `addMode` supplies one by a Jordan–Wigner step. The annihilation operator of the new mode is the 2×2 matrix that takes the occupied state to the empty one, and each old operator c_i becomes the block-diagonal matrix with entries c_i and −c_i. The minus sign on the occupied block makes old and new operators anticommute. The theorem `car_addMode` verifies the relations entry by entry, and `car_witness` applies the step four times, starting from ℂ with no modes. The map `label` arranges the four resulting modes as two pairs.

For these two pairs, let |0⟩ be the normalised vacuum and β = B/√2. Then β*|0⟩ has norm 1, as for a boson. The next application gives

(β*)²|0⟩ = b_1* b_2*|0⟩,

where 1 and 2 name the two pairs. Its squared norm is 1, whereas a boson would give 2. A third application gives zero, whereas a boson would give a state of squared norm 6.

## Matrices on Fock space as the starting point

The operators could also have been defined from the outset as matrices on the Fock space of finitely many modes. A trace would then settle the boson question at once: the trace of [B, B*] is zero, while that of z·1 is z times the dimension. That proof needs no nilpotency, but as stated it uses a finite dimension. The algebraic version also applies when the M chosen pairs sit inside a system with infinitely many modes.

## Pair occupations as bits

In an exact diagonalisation of a pairing Hamiltonian that does not break pairs, restricted to states without unpaired fermions, each level k can be stored as one bit, empty or doubly occupied. The operator b_k* sets an empty bit and returns zero on a filled one, which is the relation (b_k*)² = 0. On such states n_k = n_(−k), so [b_k, b_k*] equals +1 on an empty level and −1 on a filled one. Since B lowers the number of pairs by one, it leads out of the space of states with a fixed number of pairs. The basis of all 2^M bit patterns of the M levels holds every pair number, so there B is a single square matrix. A program that builds B in this full basis can be tested by comparing BB* − B*B with the diagonal matrix M − N, where N is twice the number of set bits.
